# The angular quadrupole tensor of a p shell is fixed by its density matrix

An atom in a crystal or molecule can hold its p electrons unevenly, with more charge along a bond than across it. The uneven charge contributes to the electric field gradient at the nucleus, a quantity computed with all-electron methods such as LAPW. For one p shell with a common radial function, this contribution splits into a radial average of $r^{-3}$ and an angular factor. How does the angular factor depend on the occupations?

## From sphere moments to the occupation formula

Let $n=(\sin\theta\cos\varphi,\ \sin\theta\sin\varphi,\ \cos\theta)$, and write $\langle f\rangle=\int_0^\pi\!\int_0^{2\pi} f(n)\sin\theta\,d\varphi\,d\theta$. The real p orbitals have angular parts $\sqrt{3/4\pi}\,n_i$. A real $3\times3$ density matrix $D$ in this basis gives the density and quadrupole tensor

$$\rho(n)=\frac{3}{4\pi}\sum_{ij}D_{ij}n_in_j,\qquad Q_{kl}=\langle\rho\,(3n_kn_l-\delta_{kl})\rangle .$$

The claim is that $Q=\tfrac35(D+D^T)-\tfrac25(\operatorname{tr}D)\,1$.

Monomial moments factor:

$$\langle n_x^an_y^bn_z^c\rangle=\int_0^\pi\sin^{a+b+1}\theta\cos^c\theta\,d\theta\int_0^{2\pi}\sin^b\varphi\cos^a\varphi\,d\varphi .$$

If $a$ is odd, substituting $u=\sin\varphi$ makes the azimuthal endpoints coincide, and the integral vanishes; if $b$ is odd, $u=\cos\varphi$ does the same. In degree four only even exponents remain. With $u=\cos\theta$, the polar integrals are

$$\int_{-1}^1(1-u^2)^2du=\tfrac{16}{15},\quad \int_{-1}^1(1-u^2)u^2du=\tfrac4{15},\quad \int_{-1}^1u^4du=\tfrac25 .$$

Over a full turn, $1$, $\cos^2\varphi$ and $\cos^4\varphi$ integrate to $2\pi$, $\pi$ and $3\pi/4$, so $\sin^2\varphi\cos^2\varphi=\cos^2\varphi-\cos^4\varphi$ gives $\pi/4$. Exchanging sine and cosine changes none of these values. Hence $\langle n_i^4\rangle=4\pi/5$ and $\langle n_i^2n_j^2\rangle=4\pi/15$ for $i\ne j$. Together,

$$\langle n_in_jn_kn_l\rangle=\tfrac{4\pi}{15}(\delta_{ij}\delta_{kl}+\delta_{ik}\delta_{jl}+\delta_{il}\delta_{jk}).$$

The bracket is 3 for four equal indices, 1 for two distinct pairs, and 0 otherwise. Since $\sum_m n_m^2=1$, setting $k=l=m$ and summing gives $\langle n_in_j\rangle=\frac{4\pi}{15}(3+2)\delta_{ij}=\frac{4\pi}{3}\delta_{ij}$. Therefore $\langle\rho\rangle=\operatorname{tr}D$, and

$$Q_{kl}=\tfrac35\bigl(\operatorname{tr}D\,\delta_{kl}+D_{kl}+D_{lk}\bigr)-\operatorname{tr}D\,\delta_{kl},$$

which is the claim. The same contraction, without the subtraction, gives the neighbouring formula $\langle\rho\,n_kn_l\rangle=\frac15(\operatorname{tr}D\,\delta_{kl}+D_{kl}+D_{lk})$.

For $D=\operatorname{diag}(n_x,n_y,n_z)$, where these symbols now denote occupations,

$$Q_{zz}=\tfrac65n_z-\tfrac25(n_x+n_y+n_z)=-\tfrac45\Bigl(\tfrac{n_x+n_y}{2}-n_z\Bigr).$$

This weights each orbital's mean of $3\cos^2\theta-1$ by its occupation; a mean per electron needs a further division by the total occupation, when that is nonzero.

## Directions, densities and the tensor in Lean

Lean's indices `0`, `1`, `2` stand for $x,y,z$, and `δ` is the identity matrix.

```lean
import Mathlib

open Real intervalIntegral

namespace PShellQuadrupole

noncomputable section

local notation "δ" => (1 : Matrix (Fin 3) (Fin 3) ℝ)
```

The direction is a function of two angles.

```lean
/-- The unit vector with polar angle `θ` and azimuth `φ`. -/
def dir (θ φ : ℝ) : Fin 3 → ℝ := ![sin θ * cos φ, sin θ * sin φ, cos θ]
```

The sphere integral carries the weight $\sin\theta$ and is not divided by $4\pi$.

```lean
/-- The integral over the unit sphere, as an iterated integral over the two angles. -/
def sphereIntegral (f : (Fin 3 → ℝ) → ℝ) : ℝ :=
  ∫ θ in (0 : ℝ)..π, ∫ φ in (0 : ℝ)..(2 * π), f (dir θ φ) * sin θ

/-- The integral of `x^a y^b z^c` over the unit sphere. -/
def angularMoment (a b c : ℕ) : ℝ :=
  sphereIntegral (fun n => n 0 ^ a * n 1 ^ b * n 2 ^ c)
```

The matrix `D` is any real matrix: neither symmetry nor occupations between fixed bounds are assumed. Complex density matrices, the radial factor and mixing with other angular momenta are not modelled.

```lean
/-- The angular density of a p shell with density matrix `D` in the basis `p_x, p_y, p_z`. -/
def pDensity (D : Matrix (Fin 3) (Fin 3) ℝ) (n : Fin 3 → ℝ) : ℝ :=
  3 / (4 * π) * ∑ i, ∑ j, D i j * n i * n j

/-- The integral of `3 n_k n_l - δ_kl` over the sphere, weighted with the p-shell density. -/
def quadrupoleTensor (D : Matrix (Fin 3) (Fin 3) ℝ) : Matrix (Fin 3) (Fin 3) ℝ :=
  Matrix.of fun k l => sphereIntegral (fun n => pDensity D n * (3 * n k * n l - δ k l))
```

## Moments of the direction vector

The factorisation moves constants through each integral, after which `ring` compares the integrands.

```lean
/-- A monomial moment is the product of a polar and an azimuthal integral. -/
theorem angularMoment_factor (a b c : ℕ) :
    angularMoment a b c = (∫ θ in (0 : ℝ)..π, sin θ ^ (a + b + 1) * cos θ ^ c) *
      ∫ φ in (0 : ℝ)..(2 * π), sin φ ^ b * cos φ ^ a := by
  unfold angularMoment sphereIntegral
  rw [← intervalIntegral.integral_mul_const]
  congr 1
  funext θ
  rw [← intervalIntegral.integral_const_mul]
  congr 1
  funext φ
  show (sin θ * cos φ) ^ a * (sin θ * sin φ) ^ b * cos θ ^ c * sin θ = _
  ring
```

The next lemma does all the even integrals at once. The coefficients `p q r` describe the polar factor as $\sin\theta$ times a polynomial in $\cos\theta$, and `u v w` describe the azimuthal one. Explicit antiderivatives are differentiated, and $\sin^2+\cos^2=1$ closes the comparison.

```lean
/-- The value of a monomial moment whose azimuthal integrand is an even polynomial of degree at most
four in the cosine, and whose polar integrand is the sine times another such polynomial. -/
theorem angularMoment_even (a b c : ℕ) (p q r u v w : ℝ)
    (hθ : ∀ x, sin x ^ (a + b + 1) * cos x ^ c = sin x * (p + q * cos x ^ 2 + r * cos x ^ 4))
    (hφ : ∀ x, sin x ^ b * cos x ^ a = u + v * cos x ^ 2 + w * cos x ^ 4) :
    angularMoment a b c =
      (2 * p + 2 * q / 3 + 2 * r / 5) * (2 * π * u + π * v + 3 * π / 4 * w) := by
  -- antiderivatives of the two factors
  have dθ : ∀ x, HasDerivAt
      (fun x => -(p * cos x + q / 3 * cos x ^ 3 + r / 5 * cos x ^ 5))
      (sin x * (p + q * cos x ^ 2 + r * cos x ^ 4)) x := by
    intro x
    have c := Real.hasDerivAt_cos x
    exact (((c.const_mul p).fun_add ((c.fun_pow 3).const_mul (q / 3))).fun_add
      ((c.fun_pow 5).const_mul (r / 5))).fun_neg.congr_deriv (by
        simp only [Nat.reduceSub, Nat.cast_ofNat]; ring)
  have dφ : ∀ x, HasDerivAt
      (fun x => (u + v / 2 + 3 * w / 8) * x + (v / 2 + 3 * w / 8) * (sin x * cos x)
        + w / 4 * (sin x * cos x ^ 3))
      (u + v * cos x ^ 2 + w * cos x ^ 4) x := by
    intro x
    have c := Real.hasDerivAt_cos x
    have s := Real.hasDerivAt_sin x
    exact ((((hasDerivAt_id' x).const_mul _).fun_add ((s.fun_mul c).const_mul _)).fun_add
      ((s.fun_mul (c.fun_pow 3)).const_mul _)).congr_deriv (by
        simp only [Nat.reduceSub, Nat.cast_ofNat]
        linear_combination (-v / 2 - 3 * w / 8 - 3 * w / 4 * cos x ^ 2) *
          Real.sin_sq_add_cos_sq x)
  rw [angularMoment_factor]
  simp only [hθ, hφ]
  rw [intervalIntegral.integral_eq_sub_of_hasDerivAt (fun x _ => dθ x)
      (Continuous.intervalIntegrable (by fun_prop) _ _),
    intervalIntegral.integral_eq_sub_of_hasDerivAt (fun x _ => dφ x)
      (Continuous.intervalIntegrable (by fun_prop) _ _)]
  simp only [Real.cos_pi, Real.cos_zero, Real.sin_zero, Real.sin_two_pi, Real.cos_two_pi]
  ring
```

For the fourth moments, `ox` and `oy` remove odd powers, and `e1` to `e6` evaluate the even ones. The function `e` counts how often each coordinate occurs, turning four indices into three exponents. The proof then checks all 81 index choices.

```lean
set_option maxHeartbeats 400000 in
/-- The fourth moments of the direction vector are `4π/15` times the sum of the three products of
Kronecker deltas that pair the four indices. -/
theorem fourth_moment (i j k l : Fin 3) :
    sphereIntegral (fun n => n i * n j * n k * n l) =
      4 * π / 15 * (δ i j * δ k l + δ i k * δ j l + δ i l * δ j k) := by
  -- odd powers of x or y integrate to zero over the azimuth
  have ox : ∀ a b c, angularMoment (2 * a + 1) b c = 0 := by
    intro a b c
    rw [angularMoment_factor, integral_sin_pow_mul_cos_pow_odd b a]
    simp
  have oy : ∀ a b c, angularMoment a (2 * b + 1) c = 0 := by
    intro a b c
    rw [angularMoment_factor, integral_sin_pow_odd_mul_cos_pow b a]
    simp
  have h1 : angularMoment 3 1 0 = 0 := ox 1 1 0
  have h2 : angularMoment 3 0 1 = 0 := ox 1 0 1
  have h3 : angularMoment 1 3 0 = 0 := ox 0 3 0
  have h4 : angularMoment 1 0 3 = 0 := ox 0 0 3
  have h5 : angularMoment 1 1 2 = 0 := ox 0 1 2
  have h6 : angularMoment 1 2 1 = 0 := ox 0 2 1
  have h7 : angularMoment 2 1 1 = 0 := oy 2 0 1
  have h8 : angularMoment 0 3 1 = 0 := oy 0 1 1
  have h9 : angularMoment 0 1 3 = 0 := oy 0 0 3
  -- the six even moments
  have s5 : ∀ x, sin x ^ 5 * cos x ^ 0 = sin x * (1 + (-2) * cos x ^ 2 + 1 * cos x ^ 4) :=
    fun x => by
      linear_combination (sin x * (sin x ^ 2 + 1 - cos x ^ 2)) * Real.sin_sq_add_cos_sq x
  have s3 : ∀ x, sin x ^ 3 * cos x ^ 2 = sin x * (0 + 1 * cos x ^ 2 + (-1) * cos x ^ 4) :=
    fun x => by linear_combination (sin x * cos x ^ 2) * Real.sin_sq_add_cos_sq x
  have e1 : angularMoment 4 0 0 = 4 * π / 15 * 3 := by
    rw [angularMoment_even 4 0 0 1 (-2) 1 0 0 1 s5 (fun x => by ring)]; ring
  have e2 : angularMoment 0 4 0 = 4 * π / 15 * 3 := by
    rw [angularMoment_even 0 4 0 1 (-2) 1 1 (-2) 1 s5 (fun x => by
      linear_combination (sin x ^ 2 + 1 - cos x ^ 2) * Real.sin_sq_add_cos_sq x)]; ring
  have e3 : angularMoment 0 0 4 = 4 * π / 15 * 3 := by
    rw [angularMoment_even 0 0 4 0 0 1 1 0 0 (fun x => by ring) (fun x => by ring)]; ring
  have e4 : angularMoment 2 2 0 = 4 * π / 15 := by
    rw [angularMoment_even 2 2 0 1 (-2) 1 0 1 (-1) s5 (fun x => by
      linear_combination cos x ^ 2 * Real.sin_sq_add_cos_sq x)]; ring
  have e5 : angularMoment 2 0 2 = 4 * π / 15 := by
    rw [angularMoment_even 2 0 2 0 1 (-1) 0 1 0 s3 (fun x => by ring)]; ring
  have e6 : angularMoment 0 2 2 = 4 * π / 15 := by
    rw [angularMoment_even 0 2 2 0 1 (-1) 1 (-1) 0 s3 (fun x => by
      linear_combination Real.sin_sq_add_cos_sq x)]; ring
  -- count how often each coordinate occurs
  let e : Fin 3 → Fin 3 → ℕ := fun i m => if i = m then 1 else 0
  have coord : ∀ (n : Fin 3 → ℝ) (i : Fin 3),
      n i = n 0 ^ e i 0 * n 1 ^ e i 1 * n 2 ^ e i 2 := by
    intro n i
    fin_cases i <;> simp [e]
  have key : sphereIntegral (fun n => n i * n j * n k * n l) =
      angularMoment (e i 0 + e j 0 + e k 0 + e l 0) (e i 1 + e j 1 + e k 1 + e l 1)
        (e i 2 + e j 2 + e k 2 + e l 2) := by
    unfold angularMoment
    congr 1
    funext n
    rw [coord n i, coord n j, coord n k, coord n l]
    ring
  rw [key]
  clear key coord
  have ev : e 0 0 = 1 ∧ e 0 1 = 0 ∧ e 0 2 = 0 ∧ e 1 0 = 0 ∧ e 1 1 = 1 ∧ e 1 2 = 0 ∧
      e 2 0 = 0 ∧ e 2 1 = 0 ∧ e 2 2 = 1 := ⟨rfl, rfl, rfl, rfl, rfl, rfl, rfl, rfl, rfl⟩
  clear_value e
  obtain ⟨v1, v2, v3, v4, v5, v6, v7, v8, v9⟩ := ev
  have d : δ 0 1 = 0 ∧ δ 0 2 = 0 ∧ δ 1 0 = 0 ∧ δ 1 2 = 0 ∧ δ 2 0 = 0 ∧ δ 2 1 = 0 := by
    refine ⟨?_, ?_, ?_, ?_, ?_, ?_⟩ <;> exact Matrix.one_apply_ne (by decide)
  obtain ⟨d1, d2, d3, d4, d5, d6⟩ := d
  have three : ∀ m : Fin 3, m = 0 ∨ m = 1 ∨ m = 2 := by decide
  rcases three i with rfl | rfl | rfl <;> rcases three j with rfl | rfl | rfl <;>
    rcases three k with rfl | rfl | rfl <;> rcases three l with rfl | rfl | rfl <;>
    simp only [v1, v2, v3, v4, v5, v6, v7, v8, v9, Nat.reduceAdd,
      d1, d2, d3, d4, d5, d6, Matrix.one_apply_eq] <;>
    norm_num [h1, h2, h3, h4, h5, h6, h7, h8, h9, e1, e2, e3, e4, e5, e6]
```

Linearity requires integrability, which follows from continuity. For the outer integral, the proof uses that the inner one is continuous in $\theta$.

```lean
set_option maxHeartbeats 400000 in
/-- The sphere integral is linear on finite combinations of continuous functions. -/
theorem sphereIntegral_sum {ι : Type} [Fintype ι] (c : ι → ℝ) (f : ι → (Fin 3 → ℝ) → ℝ)
    (hf : ∀ i, Continuous (f i)) :
    sphereIntegral (fun n => ∑ i, c i * f i n) = ∑ i, c i * sphereIntegral (f i) := by
  have hd : Continuous (fun p : ℝ × ℝ => dir p.1 p.2) := by
    refine continuous_pi fun i => ?_
    fin_cases i
    · show Continuous fun p : ℝ × ℝ => sin p.1 * cos p.2
      fun_prop
    · show Continuous fun p : ℝ × ℝ => sin p.1 * sin p.2
      fun_prop
    · show Continuous fun p : ℝ × ℝ => cos p.1
      fun_prop
  have hc : ∀ i, Continuous (Function.uncurry fun θ φ => f i (dir θ φ) * sin θ) := by
    intro i
    rw [Function.uncurry_def]
    exact ((hf i).comp hd).mul (Real.continuous_sin.comp continuous_fst)
  have inner : ∀ θ, ∫ φ in (0 : ℝ)..(2 * π), (∑ i, c i * f i (dir θ φ)) * sin θ =
      ∑ i, c i * ∫ φ in (0 : ℝ)..(2 * π), f i (dir θ φ) * sin θ := by
    intro θ
    simp_rw [Finset.sum_mul, mul_assoc]
    rw [intervalIntegral.integral_finsetSum]
    · exact Finset.sum_congr rfl fun i _ => intervalIntegral.integral_const_mul _ _
    · intro i _
      have hp : Continuous fun φ : ℝ => (θ, φ) := by fun_prop
      have hfθ := (hf i).comp (hd.comp hp)
      have h : Continuous fun φ => f i (dir θ φ) * sin θ := by
        have h' := hfθ.mul (continuous_const (y := sin θ))
        exact h'
      exact (continuous_const.mul h).intervalIntegrable _ _
  unfold sphereIntegral
  simp only [inner]
  rw [intervalIntegral.integral_finsetSum]
  · exact Finset.sum_congr rfl fun i _ => intervalIntegral.integral_const_mul _ _
  · intro i _
    exact (continuous_const.mul (continuous_parametric_intervalIntegral_of_continuous'
      (hc i) _ _)).intervalIntegrable _ _
```

The second moment inserts $|n|^2=1$ and sums fourth moments, as above.

```lean
/-- The second moments of the direction vector are `4π/3` times the identity. -/
theorem second_moment (i j : Fin 3) :
    sphereIntegral (fun n => n i * n j) = 4 * π / 3 * δ i j := by
  -- insert the squared length of the unit vector
  have e : ∀ θ φ, dir θ φ i * dir θ φ j =
      ∑ m, 1 * (dir θ φ i * dir θ φ j * dir θ φ m * dir θ φ m) := by
    intro θ φ
    have h0 : dir θ φ 0 ^ 2 + dir θ φ 1 ^ 2 + dir θ φ 2 ^ 2 = 1 := by
      show (sin θ * cos φ) ^ 2 + (sin θ * sin φ) ^ 2 + cos θ ^ 2 = 1
      linear_combination sin θ ^ 2 * Real.sin_sq_add_cos_sq φ + Real.sin_sq_add_cos_sq θ
    rw [Fin.sum_univ_three]
    linear_combination (-(dir θ φ i * dir θ φ j)) * h0
  have h : sphereIntegral (fun n => n i * n j) =
      sphereIntegral (fun n => ∑ m, 1 * (n i * n j * n m * n m)) := by
    unfold sphereIntegral
    simp only [← e]
  rw [h]
  refine (sphereIntegral_sum (fun _ => 1) (fun m n => n i * n j * n m * n m)
    (fun m => by fun_prop)).trans ?_
  simp only [fourth_moment, Fin.sum_univ_three]
  fin_cases i <;> fin_cases j <;> simp [Matrix.one_apply] <;> ring
```

## Contracting with the density matrix

The density is written as a sum over pairs of orbitals, and `term` evaluates each pair.

```lean
/-- The p-shell density integrates to the trace of the density matrix. -/
theorem integral_pDensity (D : Matrix (Fin 3) (Fin 3) ℝ) :
    sphereIntegral (pDensity D) = D.trace := by
  have e : pDensity D = fun n => ∑ p : Fin 3 × Fin 3,
      (3 / (4 * π) * D p.1 p.2) * (n p.1 * n p.2) := by
    funext n
    simp only [pDensity, Fintype.sum_prod_type, Fin.sum_univ_three]
    ring
  rw [e]
  refine (sphereIntegral_sum (fun p : Fin 3 × Fin 3 => 3 / (4 * π) * D p.1 p.2)
    (fun p n => n p.1 * n p.2) (fun p => by fun_prop)).trans ?_
  have term : ∀ i j, 3 / (4 * π) * D i j * sphereIntegral (fun n => n i * n j) =
      D i j * δ i j := by
    intro i j
    rw [second_moment]
    field_simp
  rw [Finset.sum_congr rfl (fun p _ => term p.1 p.2)]
  simp [Fintype.sum_prod_type, Fin.sum_univ_three, Matrix.one_apply, Matrix.trace_fin_three]
```

The tensor formula follows the same pattern, with the fourth and second moments combined in `term`.

```lean
/-- The quadrupole tensor of a p shell is `(3/5)(D + Dᵀ) - (2/5)(tr D) 1`. -/
theorem quadrupoleTensor_eq (D : Matrix (Fin 3) (Fin 3) ℝ) :
    quadrupoleTensor D =
      (3 / 5 : ℝ) • (D + D.transpose) - (2 / 5 * D.trace) • δ := by
  ext k l
  have e : (fun n => pDensity D n * (3 * n k * n l - δ k l)) = fun n =>
      ∑ p : Fin 3 × Fin 3, (3 / (4 * π) * D p.1 p.2) *
        (3 * (n p.1 * n p.2 * n k * n l) + (-δ k l) * (n p.1 * n p.2)) := by
    funext n
    simp only [pDensity, Fintype.sum_prod_type, Fin.sum_univ_three]
    ring
  -- contribution of a single pair of orbitals
  have term : ∀ i j, 3 / (4 * π) * D i j * sphereIntegral
      (fun n => 3 * (n i * n j * n k * n l) + (-δ k l) * (n i * n j)) =
      D i j * (3 / 5 * (δ i k * δ j l + δ i l * δ j k) - 2 / 5 * (δ i j * δ k l)) := by
    intro i j
    have h := sphereIntegral_sum ![3, -δ k l]
      ![fun n => n i * n j * n k * n l, fun n => n i * n j] (by
        intro a
        fin_cases a
        · show Continuous fun n : Fin 3 → ℝ => n i * n j * n k * n l
          fun_prop
        · show Continuous fun n : Fin 3 → ℝ => n i * n j
          fun_prop)
    simp only [Fin.sum_univ_two] at h
    have h' : sphereIntegral
        (fun n => 3 * (n i * n j * n k * n l) + (-δ k l) * (n i * n j)) =
        3 * sphereIntegral (fun n => n i * n j * n k * n l) +
          (-δ k l) * sphereIntegral (fun n => n i * n j) := h
    rw [h', fourth_moment, second_moment]
    field_simp
    ring
  show sphereIntegral (fun n => pDensity D n * (3 * n k * n l - δ k l)) = _
  rw [e]
  refine (sphereIntegral_sum (fun p : Fin 3 × Fin 3 => 3 / (4 * π) * D p.1 p.2)
    (fun p n => 3 * (n p.1 * n p.2 * n k * n l) + (-δ k l) * (n p.1 * n p.2))
    (fun p => by fun_prop)).trans ?_
  rw [Finset.sum_congr rfl (fun p _ => term p.1 p.2)]
  simp only [Matrix.sub_apply, Matrix.smul_apply, Matrix.add_apply, Matrix.transpose_apply,
    smul_eq_mul, Matrix.trace_fin_three, Fintype.sum_prod_type, Fin.sum_univ_three]
  fin_cases k <;> fin_cases l <;> simp [Matrix.one_apply] <;> ring
```

The occupation formula is the `2 2` entry for a diagonal matrix. Its statement shows the normalised densities $3x^2/4\pi$, $3y^2/4\pi$ and $3z^2/4\pi$ explicitly.

```lean
/-- For occupations `nx, ny, nz` of the three p orbitals, the sum of occupation times orbital mean
of `3 cos² θ - 1` is `-(4/5)((nx + ny)/2 - nz)`. -/
theorem asymmetry_count (nx ny nz : ℝ) :
    sphereIntegral (fun n => (nx * (3 * n 0 ^ 2 / (4 * π)) + ny * (3 * n 1 ^ 2 / (4 * π))
      + nz * (3 * n 2 ^ 2 / (4 * π))) * (3 * n 2 ^ 2 - 1)) =
      -(4 / 5) * ((nx + ny) / 2 - nz) := by
  have h := congrFun (congrFun (quadrupoleTensor_eq (Matrix.diagonal ![nx, ny, nz])) 2) 2
  have e : ∀ n, pDensity (Matrix.diagonal ![nx, ny, nz]) n =
      nx * (3 * n 0 ^ 2 / (4 * π)) + ny * (3 * n 1 ^ 2 / (4 * π))
        + nz * (3 * n 2 ^ 2 / (4 * π)) := by
    intro n
    simp [pDensity, Fin.sum_univ_three, Matrix.diagonal_apply]
    ring
  have e' : ∀ n : Fin 3 → ℝ, 3 * n 2 ^ 2 - 1 = 3 * n 2 * n 2 - δ 2 2 := by
    intro n
    rw [Matrix.one_apply_eq]
    ring
  simp only [← e, e']
  refine h.trans ?_
  simp [Fin.sum_univ_three]
  ring
```

For symmetric $D$, the formula becomes $Q=\frac65\bigl(D-\frac{\operatorname{tr}D}{3}1\bigr)$, so $Q$ vanishes exactly when $D$ is its mean occupation times the identity. The two directions of the proof rescale by $5/6$ and $6/5$. Symmetry, the hypothesis `hD`, matters: if $D_{xy}=1$, $D_{yx}=-1$ and all other entries are zero, then $\rho=0$ and $Q=0$, yet $D$ is not a multiple of the identity. This $D$ is not Hermitian, so it is not a physical density matrix; it is a counter-example only for the general real matrices allowed in the Lean definitions.

```lean
/-- For a symmetric density matrix the quadrupole tensor vanishes exactly when the density
matrix is its mean occupation times the identity. -/
theorem quadrupoleTensor_eq_zero_iff (D : Matrix (Fin 3) (Fin 3) ℝ) (hD : D.transpose = D) :
    quadrupoleTensor D = 0 ↔ D = (D.trace / 3) • δ := by
  rw [quadrupoleTensor_eq, hD]
  generalize D.trace = t
  constructor
  · intro h
    linear_combination (norm := module) (5 / 6 : ℝ) • h
  · intro h
    linear_combination (norm := module) (6 / 5 : ℝ) • h

end

end PShellQuadrupole
```

```lean
#print axioms PShellQuadrupole.integral_pDensity
-- 'PShellQuadrupole.integral_pDensity' depends on axioms: [propext, Classical.choice, Quot.sound]
#print axioms PShellQuadrupole.asymmetry_count
-- 'PShellQuadrupole.asymmetry_count' depends on axioms: [propext, Classical.choice, Quot.sound]
#print axioms PShellQuadrupole.quadrupoleTensor_eq_zero_iff
-- 'PShellQuadrupole.quadrupoleTensor_eq_zero_iff' depends on axioms: [propext, Classical.choice, Quot.sound]
```
